# Closed form of the order-k radial Slater integral for one-centre solid-harmonic Gaussian densities

Let $p,q>0$ be Gaussian exponents and let $k=0,1,2,\dots$ be a multipole order. The distances of the two electrons from a common centre are $r_1$ and $r_2$, with $r_<=\min(r_1,r_2)$ and $r_>=\max(r_1,r_2)$. The densities are unnormalised: their radial parts are $r_1^k e^{-pr_1^2}$ and $r_2^k e^{-qr_2^2}$, and each volume element contributes another factor $r_i^2$. The radial Slater integral is

$$
R^k(p,q)=\int_0^\infty\!\!\int_0^\infty r_1^{k+2}r_2^{k+2}\,e^{-pr_1^2-qr_2^2}\,\frac{r_<^k}{r_>^{k+1}}\,dr_1\,dr_2 .
$$

It carries no angular factors, and in particular no $4\pi/(2k+1)$. It converges absolutely, and its value is

$$
R^k(p,q)=\frac{\Gamma(k+\tfrac32)}{4pq\,(p+q)^{k+1/2}} .
$$

Two consequences are

$$
16\pi^2R^0=\frac{2\pi^{5/2}}{pq\sqrt{p+q}},\qquad
R^{k+1}=\frac{k+\tfrac32}{p+q}\,R^k .
$$

## Same-centre blocks of a Coulomb matrix

In density fitting with solid-harmonic Gaussians, a code needs Coulomb integrals between auxiliary functions. For two primitives on the same atom, $r^\ell Y_{\ell m}e^{-pr^2}$ and $r^\ell Y_{\ell m}e^{-qr^2}$ with real orthonormal $Y_{\ell m}$, the angular integration selects the single order $k=\ell$ and leaves

$$
\frac{4\pi}{2\ell+1}\,R^\ell(p,q).
$$

Elements with different $\ell$ or $m$ vanish. For a $d$ shell, two steps of the recurrence from $R^0=\sqrt\pi/(8pq\sqrt{p+q})$ give $R^2=15\sqrt\pi/\bigl(32pq(p+q)^{5/2}\bigr)$, so the matrix element is

$$
\frac{4\pi}{5}R^2=\frac{3\pi^{3/2}}{8pq(p+q)^{5/2}} .
$$

Normalisation constants then multiply this number. For contracted functions, the results are summed over all pairs of primitives, weighted by the contraction coefficients.

The quantity $16\pi^2R^0$ is also the one-centre repulsion integral over four unnormalised $s$ primitives, taken here as bare exponentials $e^{-ar^2}$ without the factor $Y_{00}$. The product of two $s$ Gaussians with exponents $a$ and $b$ is an $s$ Gaussian with exponent $p=a+b$, and likewise $q=c+d$ for the other electron. The factor $16\pi^2=(4\pi)^2$ comes from the two angular integrations.

## Integrating the outer electron first

Split the quadrant according to which electron is farther out. The line $r_1=r_2$ has zero area and contributes nothing.

Where $r_1<r_2$, the powers combine:

$$
r_1^{k+2}r_2^{k+2}\frac{r_1^k}{r_2^{k+1}}=r_1^{2k+2}\,r_2 .
$$

The integrand is therefore a function of $r_1$ times a function of $r_2$. The outer electron has an elementary integral,

$$
\int_{r_1}^\infty r_2e^{-qr_2^2}\,dr_2
=\left[-\frac{e^{-qr_2^2}}{2q}\right]_{r_1}^{\infty}
=\frac{e^{-qr_1^2}}{2q}.
$$

What remains is a Gaussian moment with exponent $a=p+q$. The substitution $t=ar^2$ gives

$$
\int_0^\infty r^{2k+2}e^{-ar^2}\,dr
=\frac{1}{2a^{k+3/2}}\int_0^\infty t^{k+1/2}e^{-t}\,dt
=\frac{\Gamma(k+\tfrac32)}{2a^{k+3/2}} .
$$

The sector $r_1<r_2$ thus contributes $\Gamma(k+\tfrac32)/\bigl(4q(p+q)^{k+3/2}\bigr)$. Exchanging the electrons exchanges $p$ and $q$, so the other sector contributes the same expression with $p$ in place of the isolated $q$. The sum is

$$
\frac{\Gamma(k+\tfrac32)}{4(p+q)^{k+3/2}}\left(\frac1q+\frac1p\right)
=\frac{\Gamma(k+\tfrac32)}{4pq(p+q)^{k+1/2}} .
$$

The integrand is non-negative and both sector integrals are finite, so the convergence is absolute.

For $k=0$, $\Gamma(\tfrac32)=\sqrt\pi/2$ gives $R^0=\sqrt\pi/(8pq\sqrt{p+q})$, and multiplication by $16\pi^2$ gives the monopole value. The recurrence follows from $\Gamma(k+\tfrac52)=(k+\tfrac32)\Gamma(k+\tfrac32)$ and one additional factor $p+q$ in the denominator.

## The Lean file

```lean
import Mathlib

open MeasureTheory Set Filter Topology Real

namespace SolidHarmonicSlater

noncomputable section

local notation:max "μ₊" => Measure.restrict (volume : Measure ℝ) (Set.Ioi (0 : ℝ))

/-- The radial integrand for two solid-harmonic Gaussian densities of order `k` with exponents `p`
and `q`, coupled by the multipole kernel `min^k / max^(k+1)`; it is meant for `r₁, r₂ > 0`. -/
def slaterIntegrand (k : ℕ) (p q : ℝ) (x : ℝ × ℝ) : ℝ :=
  x.1 ^ (k + 2) * x.2 ^ (k + 2) * Real.exp (-p * x.1 ^ 2 - q * x.2 ^ 2) *
    ((min x.1 x.2) ^ k / (max x.1 x.2) ^ (k + 1))

/-- The radial Slater integral: the integrand integrated over all `r₁, r₂ > 0`. -/
def slaterIntegral (k : ℕ) (p q : ℝ) : ℝ :=
  ∫ x in Ioi (0 : ℝ) ×ˢ Ioi (0 : ℝ), slaterIntegrand k p q x

/-- The factorised density `r₁^(2k+2) exp(-p r₁²) · r₂ exp(-q r₂²)`. -/
def sectorDensity (k : ℕ) (p q : ℝ) (x : ℝ × ℝ) : ℝ :=
  (x.1 ^ (2 * k + 2) * Real.exp (-p * x.1 ^ 2)) * (x.2 * Real.exp (-q * x.2 ^ 2))

/-- For `q > 0`, the integral of `s exp(-q s²)` over all `s > r` is `exp(-q r²) / (2q)`. -/
theorem outer_shell {q : ℝ} (hq : 0 < q) (r : ℝ) :
    ∫ s in Ioi r, s * Real.exp (-q * s ^ 2) = Real.exp (-q * r ^ 2) / (2 * q) := by
  have hd : ∀ s ∈ Ici r, HasDerivAt (fun s : ℝ => -(1 / (2 * q)) * Real.exp (-q * s ^ 2))
      (s * Real.exp (-q * s ^ 2)) s := by
    intro s _
    have h := (((hasDerivAt_pow 2 s).const_mul (-q)).exp).const_mul (-(1 / (2 * q)))
    refine h.congr_deriv ?_
    have e : ((2 : ℕ) : ℝ) * s ^ (2 - 1) = 2 * s := by norm_num
    have hc : 1 / (2 * q) * (2 * q) = 1 := one_div_mul_cancel (by positivity)
    linear_combination (1 / (2 * q) * q * Real.exp (-q * s ^ 2)) * e
      + s * Real.exp (-q * s ^ 2) * hc
  have ht : Tendsto (fun s : ℝ => -(1 / (2 * q)) * Real.exp (-q * s ^ 2)) atTop (𝓝 0) := by
    have h1 : Tendsto (fun s : ℝ => q * s ^ 2) atTop atTop :=
      (tendsto_pow_atTop two_ne_zero).const_mul_atTop hq
    have h2 := (Real.tendsto_exp_neg_atTop_nhds_zero.comp h1).const_mul (-(1 / (2 * q)))
    simpa only [Function.comp_def, neg_mul, mul_zero] using h2
  rw [integral_Ioi_of_hasDerivAt_of_tendsto' hd
    (integrable_mul_exp_neg_mul_sq hq).integrableOn ht]
  ring

/-- For `a > 0`, the Gaussian moment of order `2k+2` on the half line is
`Γ(k+3/2) / (2 a^(k+3/2))`. -/
theorem gaussian_moment {a : ℝ} (ha : 0 < a) (k : ℕ) :
    ∫ r in Ioi (0 : ℝ), r ^ (2 * k + 2) * Real.exp (-a * r ^ 2) =
      Real.Gamma (k + 3 / 2) / (2 * a ^ ((k : ℝ) + 3 / 2)) := by
  have hk : (0 : ℝ) ≤ ((2 * k + 2 : ℕ) : ℝ) := Nat.cast_nonneg _
  have h := integral_rpow_mul_exp_neg_mul_rpow (p := 2) (q := ((2 * k + 2 : ℕ) : ℝ)) (b := a)
    (by norm_num) (by linarith) ha
  simp only [Real.rpow_natCast, Real.rpow_two] at h
  have e1 : (((2 * k + 2 : ℕ) : ℝ) + 1) / 2 = (k : ℝ) + 3 / 2 := by push_cast; ring
  have e2 : -(((2 * k + 2 : ℕ) : ℝ) + 1) / 2 = -((k : ℝ) + 3 / 2) := by push_cast; ring
  rw [h, e2, e1, Real.rpow_neg ha.le]
  ring

/-- For `p, q > 0` the factorised density is integrable over `r₁, r₂ > 0`. -/
theorem sectorDensity_integrable {p q : ℝ} (hp : 0 < p) (hq : 0 < q) (k : ℕ) :
    Integrable (sectorDensity k p q) (Measure.prod μ₊ μ₊) := by
  have hk : (0 : ℝ) ≤ ((2 * k + 2 : ℕ) : ℝ) := Nat.cast_nonneg _
  have h := integrable_rpow_mul_exp_neg_mul_sq hp (s := ((2 * k + 2 : ℕ) : ℝ)) (by linarith)
  simp only [Real.rpow_natCast] at h
  exact (h.restrict (s := Ioi 0)).mul_prod
    ((integrable_mul_exp_neg_mul_sq hq).restrict (s := Ioi 0))

/-- For `p, q > 0`, the factorised density integrated over the sector `r₁ < r₂` of the positive
quadrant, with any measurable part of the diagonal, gives `Γ(k+3/2) / (4 q (p+q)^(k+3/2))`. -/
theorem sector_integral {p q : ℝ} (hp : 0 < p) (hq : 0 < q) (k : ℕ) {T : Set (ℝ × ℝ)}
    (hT : MeasurableSet T) (h1 : ∀ r s : ℝ, r < s → (r, s) ∈ T)
    (h2 : ∀ r s : ℝ, s < r → (r, s) ∉ T) :
    ∫ x, T.indicator (sectorDensity k p q) x ∂(Measure.prod μ₊ μ₊) =
      Real.Gamma (k + 3 / 2) / (4 * q * (p + q) ^ ((k : ℝ) + 3 / 2)) := by
  rw [integral_prod _ ((sectorDensity_integrable hp hq k).indicator hT)]
  -- the outer electron is integrated first
  have inner : ∀ r ∈ Ioi (0 : ℝ), ∫ s, T.indicator (sectorDensity k p q) (r, s) ∂μ₊ =
      1 / (2 * q) * (r ^ (2 * k + 2) * Real.exp (-(p + q) * r ^ 2)) := by
    intro r hr
    have hae : (fun s => T.indicator (sectorDensity k p q) (r, s)) =ᵐ[μ₊]
        (Ioi r).indicator (fun s => (r ^ (2 * k + 2) * Real.exp (-p * r ^ 2)) *
          (s * Real.exp (-q * s ^ 2))) := by
      filter_upwards [compl_mem_ae_iff.mpr (measure_singleton (μ := μ₊) r)] with s hs
      rcases lt_or_gt_of_ne (show s ≠ r from hs) with h | h
      · exact (indicator_of_notMem (h2 r s h) _).trans
          (indicator_of_notMem (fun h' : r < s => lt_asymm h h') _).symm
      · exact (indicator_of_mem (h1 r s h) _).trans
          (indicator_of_mem (show s ∈ Ioi r from h)
            (fun s : ℝ => (r ^ (2 * k + 2) * Real.exp (-p * r ^ 2)) *
              (s * Real.exp (-q * s ^ 2)))).symm
    have hE : Real.exp (-(p + q) * r ^ 2) =
        Real.exp (-p * r ^ 2) * Real.exp (-q * r ^ 2) := by
      rw [← Real.exp_add]; congr 1; ring
    rw [integral_congr_ae hae, integral_indicator measurableSet_Ioi,
      Measure.restrict_restrict measurableSet_Ioi,
      inter_eq_left.mpr (Ioi_subset_Ioi (le_of_lt hr)), integral_const_mul,
      outer_shell hq, hE]
    ring
  refine (setIntegral_congr_fun measurableSet_Ioi (fun r hr => inner r hr)).trans ?_
  rw [integral_const_mul, gaussian_moment (add_pos hp hq)]
  ring

/-- Where `r ≤ s` and `s > 0`, the Slater integrand factorises. -/
theorem slaterIntegrand_of_le (k : ℕ) (p q : ℝ) {r s : ℝ} (hs : 0 < s) (h : r ≤ s) :
    slaterIntegrand k p q (r, s) = sectorDensity k p q (r, s) := by
  have hE : Real.exp (-p * r ^ 2 - q * s ^ 2) =
      Real.exp (-p * r ^ 2) * Real.exp (-q * s ^ 2) := by
    rw [← Real.exp_add]; congr 1; ring
  have hc : s ^ (k + 2) / s ^ (k + 1) = s := by
    rw [div_eq_iff (pow_pos hs _).ne']; ring
  simp only [slaterIntegrand, sectorDensity, min_eq_left h, max_eq_right h, hE]
  linear_combination (r ^ (k + 2) * r ^ k *
    (Real.exp (-p * r ^ 2) * Real.exp (-q * s ^ 2))) * hc

/-- Exchanging the two electrons together with their exponents leaves the integrand unchanged. -/
theorem slaterIntegrand_swap (k : ℕ) (p q r s : ℝ) :
    slaterIntegrand k p q (r, s) = slaterIntegrand k q p (s, r) := by
  simp only [slaterIntegrand]
  rw [min_comm s r, max_comm s r,
    show -q * s ^ 2 - p * r ^ 2 = -p * r ^ 2 - q * s ^ 2 by ring]
  ring

/-- Almost everywhere on the positive quadrant, the integrand is the sum of its two sector terms. -/
theorem slaterIntegrand_split (k : ℕ) (p q : ℝ) :
    slaterIntegrand k p q =ᵐ[Measure.prod μ₊ μ₊] fun x =>
      {y : ℝ × ℝ | y.1 < y.2}.indicator (sectorDensity k p q) x +
      {y : ℝ × ℝ | y.1 ≤ y.2}.indicator (sectorDensity k q p) x.swap := by
  rw [Measure.prod_restrict]
  filter_upwards [ae_restrict_mem (measurableSet_Ioi.prod measurableSet_Ioi)] with x hx
  obtain ⟨r, s⟩ := x
  obtain ⟨hr, hs⟩ := hx
  rcases lt_or_ge r s with h | h
  · rw [slaterIntegrand_of_le k p q hs h.le,
      indicator_of_mem (show (r, s) ∈ {y : ℝ × ℝ | y.1 < y.2} from h),
      indicator_of_notMem (show (r, s).swap ∉ {y : ℝ × ℝ | y.1 ≤ y.2} from not_le_of_gt h),
      add_zero]
  · rw [slaterIntegrand_swap, slaterIntegrand_of_le k q p hr h,
      indicator_of_notMem (show (r, s) ∉ {y : ℝ × ℝ | y.1 < y.2} from not_lt_of_ge h),
      indicator_of_mem (show (r, s).swap ∈ {y : ℝ × ℝ | y.1 ≤ y.2} from h), zero_add]
    rfl

/-- For `p, q > 0` the radial Slater integral converges absolutely and equals
`Γ(k+3/2) / (4 p q (p+q)^(k+1/2))`. -/
theorem slaterIntegral_eq {p q : ℝ} (hp : 0 < p) (hq : 0 < q) (k : ℕ) :
    IntegrableOn (slaterIntegrand k p q) (Ioi (0 : ℝ) ×ˢ Ioi (0 : ℝ)) ∧
    slaterIntegral k p q =
      Real.Gamma (k + 3 / 2) / (4 * p * q * (p + q) ^ ((k : ℝ) + 1 / 2)) := by
  have m1 : MeasurableSet {y : ℝ × ℝ | y.1 < y.2} := measurableSet_lt measurable_fst measurable_snd
  have m2 : MeasurableSet {y : ℝ × ℝ | y.1 ≤ y.2} := measurableSet_le measurable_fst measurable_snd
  have I1 := (sectorDensity_integrable hp hq k).indicator m1
  have I2 : Integrable (fun x : ℝ × ℝ =>
      {y : ℝ × ℝ | y.1 ≤ y.2}.indicator (sectorDensity k q p) x.swap) (Measure.prod μ₊ μ₊) :=
    ((sectorDensity_integrable hq hp k).indicator m2).swap
  constructor
  · rw [IntegrableOn, Measure.volume_eq_prod, ← Measure.prod_restrict]
    exact (I1.add I2).congr (slaterIntegrand_split k p q).symm
  · have s1 := sector_integral hp hq k m1 (fun _ _ h => h) (fun _ _ h => lt_asymm h)
    have s2 := (integral_prod_swap (μ := μ₊) (ν := μ₊)
      ({y : ℝ × ℝ | y.1 ≤ y.2}.indicator (sectorDensity k q p))).trans
      (sector_integral hq hp k m2 (fun _ _ h => le_of_lt h) (fun _ _ h => not_le_of_gt h))
    have hA : 0 < (p + q) ^ ((k : ℝ) + 1 / 2) := Real.rpow_pos_of_pos (add_pos hp hq) _
    have e : (p + q) ^ ((k : ℝ) + 3 / 2) = (p + q) ^ ((k : ℝ) + 1 / 2) * (p + q) := by
      rw [← Real.rpow_add_one (add_pos hp hq).ne']; congr 1; ring
    rw [slaterIntegral, Measure.volume_eq_prod, ← Measure.prod_restrict,
      integral_congr_ae (slaterIntegrand_split k p q), integral_add I1 I2, s1, s2,
      add_comm q p, e]
    -- the two sectors combine through 1/p + 1/q = (p+q)/(pq)
    generalize (p + q) ^ ((k : ℝ) + 1 / 2) = A at hA
    rw [div_add_div _ _ (by positivity) (by positivity),
      div_eq_div_iff (by positivity) (by positivity)]
    ring

/-- For `p, q > 0`, `16π²` times the monopole integral is `2 π^(5/2) / (p q √(p+q))`. -/
theorem monopole_value {p q : ℝ} (hp : 0 < p) (hq : 0 < q) :
    16 * π ^ 2 * slaterIntegral 0 p q = 2 * π ^ (5 / 2 : ℝ) / (p * q * √(p + q)) := by
  have hG : Real.Gamma (3 / 2) = 1 / 2 * √π := by
    rw [show (3 / 2 : ℝ) = 1 / 2 + 1 by norm_num, Real.Gamma_add_one (by norm_num),
      Real.Gamma_one_half_eq]
  have hP : π ^ (5 / 2 : ℝ) = π ^ 2 * √π := by
    rw [show (5 / 2 : ℝ) = 2 + 1 / 2 by norm_num, Real.rpow_add Real.pi_pos, Real.rpow_two,
      ← Real.sqrt_eq_rpow]
  rw [(slaterIntegral_eq hp hq 0).2, Nat.cast_zero, zero_add, zero_add, hG, hP,
    ← Real.sqrt_eq_rpow]
  ring

/-- For `p, q > 0`, raising the multipole order from `k` to `k+1` multiplies the Slater integral
by `(k+3/2)/(p+q)`. -/
theorem slaterIntegral_succ {p q : ℝ} (hp : 0 < p) (hq : 0 < q) (k : ℕ) :
    slaterIntegral (k + 1) p q = ((k : ℝ) + 3 / 2) / (p + q) * slaterIntegral k p q := by
  have hG : Real.Gamma (((k + 1 : ℕ) : ℝ) + 3 / 2) =
      ((k : ℝ) + 3 / 2) * Real.Gamma (k + 3 / 2) := by
    rw [← Real.Gamma_add_one (by positivity)]; congr 1; push_cast; ring
  have e : (p + q) ^ (((k + 1 : ℕ) : ℝ) + 1 / 2) = (p + q) ^ ((k : ℝ) + 1 / 2) * (p + q) := by
    rw [← Real.rpow_add_one (add_pos hp hq).ne']; congr 1; push_cast; ring
  rw [(slaterIntegral_eq hp hq (k + 1)).2, (slaterIntegral_eq hp hq k).2, hG, e,
    div_mul_div_comm]
  congr 1
  ring

end

end SolidHarmonicSlater
```

```lean
#print axioms SolidHarmonicSlater.monopole_value
#print axioms SolidHarmonicSlater.slaterIntegral_succ
```

```
'SolidHarmonicSlater.monopole_value' depends on axioms: [propext, Classical.choice, Quot.sound]
'SolidHarmonicSlater.slaterIntegral_succ' depends on axioms: [propext, Classical.choice, Quot.sound]
```

## Reading `slaterIntegral_eq`

A point `x : ℝ × ℝ` holds the two radii, `x.1` for $r_1$ and `x.2` for $r_2$. The function `slaterIntegrand k p q` is the integrand displayed at the top, and `slaterIntegral k p q` is its Lebesgue integral over `Ioi (0 : ℝ) ×ˢ Ioi (0 : ℝ)`, the open quadrant. The order `k` is a natural number; `p` and `q` are real, with positivity supplied by `hp` and `hq`.

The theorem has two parts. `IntegrableOn` states absolute convergence, and the equation gives the value. `monopole_value` and `slaterIntegral_succ` are the two consequences, under the same positivity hypotheses. The step from $k$ to $k+1$ in `slaterIntegral_succ` changes the kernel and also raises the power of $r$ in both densities, so it does not relate different multipole orders of one fixed pair of densities.

## From two sectors to one formula

`outer_shell` differentiates the explicit antiderivative, shows that it tends to zero at infinity, and applies the fundamental theorem of calculus on a half line. `gaussian_moment` specialises Mathlib's general Gaussian-type moment to the even power $2k+2$.

The factorised form $r_1^{2k+2}e^{-pr_1^2}\,r_2e^{-qr_2^2}$ is called `sectorDensity`. `sectorDensity_integrable` shows that it is integrable over the whole quadrant, as a product of two integrable functions of one variable. This permits Fubini's theorem (`integral_prod`) in `sector_integral`, which integrates over $r_2$ first and then over $r_1$. The set `T` there contains every point with $r_1<r_2$, no point with $r_2<r_1$, and any measurable part of the diagonal. For fixed $r_1$ the diagonal is a single point, which the proof discards as a null set.

`slaterIntegrand_of_le` performs the cancellation of powers, and `slaterIntegrand_swap` exchanges the electrons together with their exponents. `slaterIntegrand_split` uses both to write the integrand on the quadrant as a sum of two sector terms. One sector is defined by `<` and the other by `≤`, so the diagonal is counted once.

In `slaterIntegral_eq`, `I1` and `I2` are the integrability statements for these two terms. Their sum gives absolute convergence and justifies `integral_add`. The values `s1` and `s2` come from `sector_integral`, the second after a change of variables that swaps the coordinates. The closing algebra is $1/p+1/q=(p+q)/(pq)$, with the common power of $p+q$ abbreviated to `A`.

The last two theorems substitute the closed form and use the functional equation of the Gamma function.

## Guarantees for a code, and the role of positive exponents

The closed form, the monopole value and the recurrence hold for all real $p,q>0$, and the first and last for every natural $k$, including $k=0$. A code that evaluates them is using exact identities between real numbers; rounding, overflow and the accuracy of its Gamma function are separate matters.

The theorems concern the radial integral alone, so the multipole expansion of $1/r_{12}$ and the angular factors in the matrix elements above are taken from ordinary theory. The power of $r$ in each density is also tied to the multipole order. The product of two $p_x$ functions on one centre, for example, has a monopole part with radial factor $r^2e^{-pr^2}$, whereas $R^0$ is for $e^{-pr^2}$, so that term needs a different radial integral. Coulomb integrals between Gaussians on different centres are not covered in general either.

Strict positivity of both exponents matters: $p>0$ with merely $q\ge0$ is not enough for convergence. Take $k=0$, $p=1$, $q=0$. Where $r_2>r_1$, the integrand is $r_1^2e^{-r_1^2}\,r_2$, and its integral over $r_2$ diverges. Physically, the second density no longer decays. In Lean the equation would still read $0=0$ here, because a divergent integral and a division by zero are both assigned the value zero; the integrability half of the theorem is what fails. By symmetry, the same happens with the exponents exchanged.
